# Unbiased pair sampling for semistochastic PT2, and the bias of the squared sample mean

Let $\iota$ be the finite set of variational determinants $i$ and $\alpha$ the finite set of external determinants $a$. All quantities are real.

```lean
import Mathlib

namespace SemistochasticPT2

noncomputable section

variable {ι α : Type*} [Fintype ι] [Fintype α]
```

A sample of $n$ draws is a function $s$ from `Fin n` to $\iota$, with $s_k$ the determinant found in draw $k$. Each draw uses the weights $p_i$, and the mean of a quantity $F(s)$ is the finite sum over all samples

$$\langle F\rangle=\sum_s\Big(\prod_k p_{s_k}\Big)F(s).$$

The product weight expresses independence. The theorems on the estimators and the energy take $p_i>0$ (`hp`) and $\sum_i p_i=1$ (`hsum`): every determinant can be drawn, and the probabilities are normalised. The preparatory rules for means assume at most the normalisation.

```lean
/-- The mean of `F` over `n` independent draws, each made with the weights `p`. -/
def mean (p : ι → ℝ) {n : ℕ} (F : (Fin n → ι) → ℝ) : ℝ :=
  ∑ s, (∏ k, p (s k)) * F s
```

For a function $f$ on $\iota$, write $x_k=f_{s_k}/p_{s_k}$, $S=\sum_i f_i$ and $Q=\sum_i f_i^2/p_i$. The target is $S^2$. The pair estimator averages over ordered pairs of distinct draws, which may still hit the same determinant:

$$\frac{1}{n(n-1)}\sum_{k\ne l}x_kx_l .$$

```lean
/-- The average of `(f/p)(s k) * (f/p)(s l)` over ordered pairs of distinct draws,
for `n ≥ 2` and nonzero `p`. -/
def pairEstimator (p f : ι → ℝ) {n : ℕ} (s : Fin n → ι) : ℝ :=
  (∑ k, ∑ l ∈ Finset.univ.erase k, f (s k) / p (s k) * (f (s l) / p (s l))) /
    ((n : ℝ) * (n - 1))
```

The other candidate squares the sample mean, $\big(\tfrac1n\sum_k x_k\big)^2$.

```lean
/-- The square of the sample mean of `f/p`, for `n ≥ 1` and nonzero `p`. -/
def squaredMean (p f : ι → ℝ) {n : ℕ} (s : Fin n → ι) : ℝ :=
  ((∑ k, f (s k) / p (s k)) / n) ^ 2
```

In second-order perturbation theory (PT2), $f_i$ is the contribution $H_{ai}c_i$ to a fixed external determinant $a$, where $H_{ai}$ is the coupling and $c_i$ the variational coefficient. The screened approximation used here keeps it only if $|H_{ai}c_i|\ge\varepsilon$ and otherwise sets it to zero; call the result $f^{\varepsilon}_{ai}$.

```lean
/-- The contribution `H a i * c i` of determinant `i` to the external determinant `a`,
dropped when its magnitude is below the threshold `ε`. -/
def screened (H : α → ι → ℝ) (c : ι → ℝ) (ε : ℝ) (a : α) (i : ι) : ℝ :=
  if ε ≤ |H a i * c i| then H a i * c i else 0
```

The energy at threshold $\varepsilon$ is

$$E_2(\varepsilon)=\sum_a\frac{\big(\sum_i f^{\varepsilon}_{ai}\big)^2}{E_0-E_a}.$$

The variational energy $E_0$, the external energies $E_a$, $H$ and $c$ are free inputs; no eigenvalue equation connects them. The formula has its physical meaning when $E_a\ne E_0$.

```lean
/-- The second-order energy with threshold `ε`, for external energies `E a` different
from the variational energy `E₀`. -/
def pt2 (E₀ : ℝ) (E : α → ℝ) (H : α → ι → ℝ) (c : ι → ℝ) (ε : ℝ) : ℝ :=
  ∑ a, (∑ i, screened H c ε a i) ^ 2 / (E₀ - E a)
```

Its sampled version $\hat E_2(\varepsilon;s)$ replaces each square by the pair estimator, using one sample for all $a$.

```lean
/-- The second-order energy estimated from the draws `s` by the pair estimator, for
`n ≥ 2`, nonzero `p` and external energies `E a` different from `E₀`. -/
def pt2Sample (p : ι → ℝ) (E₀ : ℝ) (E : α → ℝ) (H : α → ι → ℝ) (c : ι → ℝ) (ε : ℝ)
    {n : ℕ} (s : Fin n → ι) : ℝ :=
  ∑ a, pairEstimator p (screened H c ε a) s / (E₀ - E a)
```

## Means over independent draws

Expanding a product of sums gives one term per sample, so means factorise:

$$\Big\langle\prod_k F_k(s_k)\Big\rangle=\prod_k\sum_i p_iF_k(i).$$

In Lean, `Finset.prod_univ_sum` does the expansion.

```lean
/-- The mean of a product of functions of the separate draws is the product of their
one-draw means. -/
theorem mean_prod (p : ι → ℝ) {n : ℕ} (F : Fin n → ι → ℝ) :
    mean p (fun s => ∏ k, F k (s k)) = ∏ k, ∑ i, p i * F k i := by
  rw [Finset.prod_univ_sum, Fintype.piFinset_univ]
  simp only [mean, Finset.prod_mul_distrib]
```

The mean is linear. Finite sums come out by exchanging the order of summation,

$$\Big\langle\sum_a F_a\Big\rangle=\sum_a\langle F_a\rangle .$$

```lean
/-- The mean of a finite sum is the sum of the means. -/
theorem mean_sum (p : ι → ℝ) {n : ℕ} {β : Type*} (A : Finset β)
    (F : β → (Fin n → ι) → ℝ) :
    mean p (fun s => ∑ a ∈ A, F a s) = ∑ a ∈ A, mean p (F a) := by
  simp only [mean, Finset.mul_sum]
  exact Finset.sum_comm
```

So do constant divisors, $\langle F/c\rangle=\langle F\rangle/c$, where $c$ is a single number and not the coefficients $c_i$.

```lean
/-- A constant divisor can be taken out of the mean. -/
theorem mean_div (p : ι → ℝ) {n : ℕ} (F : (Fin n → ι) → ℝ) (c : ℝ) :
    mean p (fun s => F s / c) = mean p F / c := by
  simp only [mean, Finset.sum_div, mul_div_assoc]
```

For a function $g$ of draw $k$ alone, set $F_k=g$ and every other factor to 1. Each other draw contributes $\sum_i p_i=1$, leaving $\langle g(s_k)\rangle=\sum_i p_ig_i$. The `if` expressions encode this choice of factors.

```lean
/-- For weights that sum to one, a function of a single draw has its one-draw mean. -/
theorem mean_single (p : ι → ℝ) (hsum : ∑ i, p i = 1) {n : ℕ} (g : ι → ℝ) (k : Fin n) :
    mean p (fun s => g (s k)) = ∑ i, p i * g i := by
  have e : (fun s : Fin n → ι => g (s k)) =
      fun s => ∏ m, (if m = k then g (s m) else 1) := by
    funext s
    simp only [Finset.prod_ite_eq', Finset.mem_univ, if_true]
  have h : ∀ m : Fin n, ∑ i, p i * (if m = k then g i else 1) =
      if m = k then ∑ i, p i * g i else 1 := by
    intro m
    by_cases hk : m = k
    · simp only [if_pos hk]
    · simp only [if_neg hk, mul_one, hsum]
  rw [e]
  refine (mean_prod p (fun m i => if m = k then g i else 1)).trans ?_
  rw [Finset.prod_congr rfl (fun m _ => h m)]
  simp only [Finset.prod_ite_eq', Finset.mem_univ, if_true]
```

With two non-trivial factors, for $k\ne l$,

$$\langle g(s_k)h(s_l)\rangle=\Big(\sum_i p_ig_i\Big)\Big(\sum_i p_ih_i\Big).$$

```lean
/-- For weights that sum to one, functions of two distinct draws are uncorrelated. -/
theorem mean_pair (p : ι → ℝ) (hsum : ∑ i, p i = 1) {n : ℕ} (g h : ι → ℝ)
    {k l : Fin n} (hkl : k ≠ l) :
    mean p (fun s => g (s k) * h (s l)) = (∑ i, p i * g i) * ∑ i, p i * h i := by
  have e : (fun s : Fin n → ι => g (s k) * h (s l)) = fun s =>
      ∏ m, ((if m = k then g (s m) else 1) * (if m = l then h (s m) else 1)) := by
    funext s
    simp only [Finset.prod_mul_distrib, Finset.prod_ite_eq', Finset.mem_univ, if_true]
  have w : ∀ m : Fin n,
      ∑ i, p i * ((if m = k then g i else 1) * (if m = l then h i else 1)) =
      (if m = k then ∑ i, p i * g i else 1) * (if m = l then ∑ i, p i * h i else 1) := by
    intro m
    by_cases hk : m = k
    · have hl : m ≠ l := fun q => hkl (hk.symm.trans q)
      simp only [if_pos hk, if_neg hl, mul_one]
    · by_cases hl : m = l
      · simp only [if_neg hk, if_pos hl, one_mul]
      · simp only [if_neg hk, if_neg hl, mul_one, hsum]
  rw [e]
  refine (mean_prod p
    (fun m i => (if m = k then g i else 1) * (if m = l then h i else 1))).trans ?_
  rw [Finset.prod_congr rfl (fun m _ => w m)]
  simp only [Finset.prod_mul_distrib, Finset.prod_ite_eq', Finset.mem_univ, if_true]
```

## The pair estimator has no bias

Since $\sum_i p_i(f_i/p_i)=S$, each pair $k\ne l$ has $\langle x_kx_l\rangle=S^2$. There are $n$ choices of $k$ and then $n-1$ of $l$, so

$$\Big\langle\sum_{k\ne l}x_kx_l\Big\rangle=n(n-1)S^2.$$

```lean
/-- For positive probabilities, the sum of `(f/p)(s k) * (f/p)(s l)` over ordered pairs
of distinct draws has mean `n (n - 1) (∑ f)²`. -/
theorem mean_pair_sum (p : ι → ℝ) (hp : ∀ i, 0 < p i) (hsum : ∑ i, p i = 1)
    (f : ι → ℝ) {n : ℕ} :
    mean p (fun s : Fin n → ι => ∑ k, ∑ l ∈ Finset.univ.erase k,
      f (s k) / p (s k) * (f (s l) / p (s l))) = (n : ℝ) * (n - 1) * (∑ i, f i) ^ 2 := by
  -- the weight `1/p` cancels the sampling probability
  have hf : ∑ i, p i * (f i / p i) = ∑ i, f i :=
    Finset.sum_congr rfl fun i _ => mul_div_cancel₀ (f i) (hp i).ne'
  have hk : ∀ k : Fin n, mean p (fun s : Fin n → ι => ∑ l ∈ Finset.univ.erase k,
      f (s k) / p (s k) * (f (s l) / p (s l))) = ((n : ℝ) - 1) * (∑ i, f i) ^ 2 := by
    intro k
    have hl : ∀ l ∈ Finset.univ.erase k, mean p (fun s : Fin n → ι =>
        f (s k) / p (s k) * (f (s l) / p (s l))) = (∑ i, f i) ^ 2 := by
      intro l hl
      refine (mean_pair p hsum (fun i => f i / p i) (fun i => f i / p i)
        (Finset.ne_of_mem_erase hl).symm).trans ?_
      simp only [hf]
      ring
    rw [mean_sum, Finset.sum_congr rfl hl, Finset.sum_const,
      Finset.card_erase_of_mem (Finset.mem_univ k), Finset.card_univ, Fintype.card_fin,
      nsmul_eq_mul, Nat.cast_sub (by have := k.isLt; omega), Nat.cast_one]
  rw [mean_sum, Finset.sum_congr rfl (fun k _ => hk k), Finset.sum_const,
    Finset.card_univ, Fintype.card_fin, nsmul_eq_mul]
  ring
```

For $n\ge2$ the factor $n(n-1)$ is nonzero, and dividing by it gives mean $S^2$.

Positivity of $p$ matters here. Take two determinants with $p=(1,0)$ and $f=(0,1)$, and $n=2$. Only the first determinant is ever drawn, so the estimator has mean 0, while $S^2=1$.

```lean
/-- For at least two draws with positive probabilities, the pair estimator has mean
`(∑ f)²`. -/
theorem pairEstimator_unbiased (p : ι → ℝ) (hp : ∀ i, 0 < p i) (hsum : ∑ i, p i = 1)
    (f : ι → ℝ) {n : ℕ} (hn : 2 ≤ n) :
    mean p (fun s : Fin n → ι => pairEstimator p f s) = (∑ i, f i) ^ 2 := by
  have h2 : (2 : ℝ) ≤ n := by exact_mod_cast hn
  have h : (n : ℝ) * (n - 1) ≠ 0 := (mul_pos (by linarith) (by linarith)).ne'
  simp only [pairEstimator]
  rw [mean_div, mean_pair_sum p hp hsum f, mul_div_cancel_left₀ _ h]
```

## The squared sample mean is biased by a variance

Split the square into equal and distinct draws. The diagonal terms have mean $\langle x_k^2\rangle=\sum_i p_i(f_i/p_i)^2=Q$, so for $n\ge1$

$$\Big\langle\Big(\tfrac1n\sum_kx_k\Big)^2\Big\rangle=\frac{nQ+n(n-1)S^2}{n^2}=S^2+\frac{Q-S^2}{n}.$$

In the proof, `e` is the split and `h1` the diagonal mean.

```lean
/-- For at least one draw with positive probabilities, the squared sample mean misses
`(∑ f)²` on average by `(∑ f²/p - (∑ f)²) / n`. -/
theorem squaredMean_bias (p : ι → ℝ) (hp : ∀ i, 0 < p i) (hsum : ∑ i, p i = 1)
    (f : ι → ℝ) {n : ℕ} (hn : 1 ≤ n) :
    mean p (fun s : Fin n → ι => squaredMean p f s) =
      (∑ i, f i) ^ 2 + (∑ i, f i ^ 2 / p i - (∑ i, f i) ^ 2) / n := by
  have hn0 : (n : ℝ) ≠ 0 := by
    have : n ≠ 0 := by omega
    exact_mod_cast this
  -- split the square into equal and distinct draws
  have e : ∀ s : Fin n → ι, squaredMean p f s =
      (∑ k, (f (s k) / p (s k)) ^ 2 + ∑ k, ∑ l ∈ Finset.univ.erase k,
        f (s k) / p (s k) * (f (s l) / p (s l))) / (n : ℝ) ^ 2 := by
    intro s
    rw [squaredMean, div_pow, sq (∑ k, f (s k) / p (s k)), Finset.sum_mul_sum,
      ← Finset.sum_add_distrib]
    congr 1
    refine Finset.sum_congr rfl fun k _ => ?_
    rw [← Finset.add_sum_erase _ _ (Finset.mem_univ k), sq]
  have hadd : ∀ F G : (Fin n → ι) → ℝ,
      mean p (fun s => F s + G s) = mean p F + mean p G := by
    intro F G
    simp only [mean, mul_add, Finset.sum_add_distrib]
  have h1 : ∀ k : Fin n, mean p (fun s : Fin n → ι => (f (s k) / p (s k)) ^ 2) =
      ∑ i, f i ^ 2 / p i := by
    intro k
    refine (mean_single p hsum (fun i => (f i / p i) ^ 2) k).trans ?_
    refine Finset.sum_congr rfl fun i _ => ?_
    have := (hp i).ne'
    field_simp
  simp only [e]
  rw [mean_div, hadd, mean_pair_sum p hp hsum f, mean_sum,
    Finset.sum_congr rfl (fun k _ => h1 k), Finset.sum_const, Finset.card_univ,
    Fintype.card_fin, nsmul_eq_mul]
  generalize ∑ i, f i ^ 2 / p i = Q
  generalize ∑ i, f i = S
  field_simp
  ring
```

Expanding the square and using $\sum_ip_i=1$,

$$\sum_i p_i\Big(\frac{f_i}{p_i}-S\Big)^2=Q-2S^2+S^2=Q-S^2.$$

This is the one-draw variance of $f/p$. As a sum of non-negative terms with $p_i>0$, it vanishes exactly when $f_i=Sp_i$ for every $i$.

```lean
/-- For at least one draw with positive probabilities, the squared sample mean is unbiased
exactly when `f` is proportional to `p`. -/
theorem squaredMean_unbiased_iff (p : ι → ℝ) (hp : ∀ i, 0 < p i) (hsum : ∑ i, p i = 1)
    (f : ι → ℝ) {n : ℕ} (hn : 1 ≤ n) :
    mean p (fun s : Fin n → ι => squaredMean p f s) = (∑ i, f i) ^ 2 ↔
      ∀ i, f i = (∑ j, f j) * p i := by
  have hn0 : (n : ℝ) ≠ 0 := by
    have : n ≠ 0 := by omega
    exact_mod_cast this
  rw [squaredMean_bias p hp hsum f hn]
  obtain ⟨S, hS⟩ : ∃ S, S = ∑ i, f i := ⟨_, rfl⟩
  rw [← hS]
  -- the bias is the variance of `f/p`, divided by `n`
  have var : ∑ i, f i ^ 2 / p i - S ^ 2 = ∑ i, p i * (f i / p i - S) ^ 2 := by
    have h : ∀ i, p i * (f i / p i - S) ^ 2 =
        f i ^ 2 / p i - 2 * S * f i + S ^ 2 * p i := by
      intro i
      have := (hp i).ne'
      field_simp
      ring
    rw [Finset.sum_congr rfl (fun i _ => h i), Finset.sum_add_distrib,
      Finset.sum_sub_distrib, ← Finset.mul_sum, ← Finset.mul_sum, hsum, ← hS]
    ring
  rw [var]
  constructor
  · intro h i
    have hq : (∑ i, p i * (f i / p i - S) ^ 2) / (n : ℝ) = 0 := by linarith
    have h0 := (div_eq_zero_iff.mp hq).resolve_right hn0
    have hi := (Finset.sum_eq_zero_iff_of_nonneg
      (fun i _ => mul_nonneg (hp i).le (sq_nonneg _))).mp h0 i (Finset.mem_univ i)
    have h3 := (pow_eq_zero_iff two_ne_zero).mp
      ((mul_eq_zero.mp hi).resolve_left (hp i).ne')
    exact (div_eq_iff (hp i).ne').mp (sub_eq_zero.mp h3)
  · intro h
    have h0 : ∑ i, p i * (f i / p i - S) ^ 2 = 0 := by
      refine Finset.sum_eq_zero fun i _ => ?_
      rw [h i, mul_div_cancel_right₀ _ (hp i).ne', sub_self]
      ring
    rw [h0, zero_div, add_zero]
```

## Combining deterministic and sampled energies

Applying the pair result to each $a$ gives $\langle\hat E_2(t;s)\rangle=E_2(t)$ for any threshold $t$ (`hS`). The total probability is 1 (`h1`), so the deterministic energy at $\varepsilon_d$ is its own mean, and

$$\big\langle E_2(\varepsilon_d)+\hat E_2(\varepsilon;s)-\hat E_2(\varepsilon_d;s)\big\rangle=E_2(\varepsilon_d)+E_2(\varepsilon)-E_2(\varepsilon_d)=E_2(\varepsilon).$$

The intended choice is a loose threshold $\varepsilon_d$ and a tight, smaller one $\varepsilon<\varepsilon_d$, though the theorem needs no ordering. For a finite determinant space and at least two independent draws with every $p_i>0$, the loose deterministic calculation can thus be corrected by sampling without bias relative to $E_2(\varepsilon)$. The statement concerns the mean only: it bounds neither the statistical error nor the error from screening at $\varepsilon$.

```lean
/-- For at least two draws with positive probabilities, the deterministic energy at
threshold `εd` plus the sampled difference between thresholds `ε` and `εd` has as its mean
the second-order energy at threshold `ε`. -/
theorem semistochastic_unbiased (p : ι → ℝ) (hp : ∀ i, 0 < p i) (hsum : ∑ i, p i = 1)
    (E₀ : ℝ) (E : α → ℝ) (H : α → ι → ℝ) (c : ι → ℝ) (ε εd : ℝ) {n : ℕ} (hn : 2 ≤ n) :
    mean p (fun s : Fin n → ι => pt2 E₀ E H c εd +
      (pt2Sample p E₀ E H c ε s - pt2Sample p E₀ E H c εd s)) = pt2 E₀ E H c ε := by
  have hS : ∀ t, mean p (fun s : Fin n → ι => pt2Sample p E₀ E H c t s) =
      pt2 E₀ E H c t := by
    intro t
    simp only [pt2Sample, pt2]
    rw [mean_sum]
    refine Finset.sum_congr rfl fun a _ => ?_
    rw [mean_div, pairEstimator_unbiased p hp hsum _ hn]
  have h1 : ∑ s : Fin n → ι, ∏ k, p (s k) = 1 := by
    have h := mean_prod p (n := n) (fun _ _ => 1)
    simpa [mean, hsum] using h
  -- the deterministic part is constant, so only the total probability enters
  have split : mean p (fun s : Fin n → ι => pt2 E₀ E H c εd +
      (pt2Sample p E₀ E H c ε s - pt2Sample p E₀ E H c εd s)) =
      (∑ s : Fin n → ι, ∏ k, p (s k)) * pt2 E₀ E H c εd +
      (mean p (fun s : Fin n → ι => pt2Sample p E₀ E H c ε s) -
        mean p (fun s : Fin n → ι => pt2Sample p E₀ E H c εd s)) := by
    simp only [mean, mul_add, mul_sub, Finset.sum_add_distrib, Finset.sum_sub_distrib,
      Finset.sum_mul]
  rw [split, h1, hS, hS]
  ring

end

end SemistochasticPT2
```

```lean
#print axioms SemistochasticPT2.squaredMean_unbiased_iff
#print axioms SemistochasticPT2.semistochastic_unbiased
```

```
'SemistochasticPT2.squaredMean_unbiased_iff' depends on axioms: [propext, Classical.choice, Quot.sound]
'SemistochasticPT2.semistochastic_unbiased' depends on axioms: [propext, Classical.choice, Quot.sound]
```
